# In every pure state of N qubits, the mean squared total spin is at most (N/2)(N/2 + 1), in units of ħ²

**Q:** You want to bound $\langle J_x^2+J_y^2+J_z^2\rangle$ for $N$ qubits, where $J_k$ is half the sum of the site Pauli matrices. Before anything else you must choose what a many-qubit state is. Where is the tensor product?

**A:** It is written in components. A configuration $c$ gives each site the value 0 (up) or 1 (down), and a state $\psi$ assigns a complex amplitude $\psi(c)$ to each configuration. These are the $2^N$ coefficients in the product basis.

```lean
import Mathlib

open Matrix
open scoped ComplexOrder

namespace ManySpinBound

noncomputable section

/-- A state vector of `N` qubits: one complex amplitude for each configuration. -/
abbrev State (N : ℕ) := (Fin N → Fin 2) → ℂ
```

**Q:** And the operators?

**A:** The Pauli matrices are explicit, with $k=0,1,2$ for $x,y,z$. A one-qubit matrix $A$ on site $i$ acts by
$$(A_i\psi)(c)=\sum_b A_{c_i b}\,\psi(c\text{ with }c_i\text{ replaced by }b),$$
which is $A$ on one tensor factor and the identity on the others. `Function.update` does the replacement.

```lean
variable {N : ℕ}

/-- The three Pauli matrices, in the order x, y, z. -/
def pauli : Fin 3 → Matrix (Fin 2) (Fin 2) ℂ :=
  ![!![0, 1; 1, 0], !![0, -Complex.I; Complex.I, 0], !![1, 0; 0, -1]]

/-- The one-qubit matrix `A` acting on qubit `i` and leaving the others alone. -/
def site (A : Matrix (Fin 2) (Fin 2) ℂ) (i : Fin N) : Module.End ℂ (State N) where
  toFun ψ := fun c => ∑ b, A (c i) b * ψ (Function.update c i b)
  map_add' ψ φ := by
    funext c
    simp only [Pi.add_apply, Fin.sum_univ_two]
    ring
  map_smul' a ψ := by
    funext c
    simp only [Pi.smul_apply, smul_eq_mul, RingHom.id_apply, Fin.sum_univ_two]
    ring
```

The operator $P_{ij}$, called `exchange i j`, swaps the states of two qubits. It is the SWAP gate; the name implies no interaction energy.

```lean
/-- The operator that exchanges qubits `i` and `j`. -/
def exchange (i j : Fin N) : Module.End ℂ (State N) where
  toFun ψ := fun c => ψ (c ∘ Equiv.swap i j)
  map_add' _ _ := rfl
  map_smul' _ _ := rfl
```

Products of operators are compositions, so the next definitions read as in a textbook: $\sigma_i\cdot\sigma_j=\sum_k\sigma_{k,i}\sigma_{k,j}$, then $J_k=\tfrac12\sum_i\sigma_{k,i}$ with $\hbar=1$, then $J^2=\sum_k J_k^2$.

```lean
/-- The scalar product `σ_i · σ_j` of the Pauli vectors of two sites. -/
def pauliDot (i j : Fin N) : Module.End ℂ (State N) :=
  ∑ k, site (pauli k) i * site (pauli k) j

/-- The component `J_k` of the total spin: half the sum of the site Pauli matrices. -/
def totalSpin (k : Fin 3) : Module.End ℂ (State N) :=
  (1 / 2 : ℂ) • ∑ i, site (pauli k) i

/-- The squared total spin `Jx² + Jy² + Jz²` of `N` qubits. -/
def spinSq (N : ℕ) : Module.End ℂ (State N) :=
  ∑ k, totalSpin k * totalSpin k
```

**Q:** Is `expect` really the mean value?

**A:** For a unit vector, yes. In general it is $\langle\psi|A|\psi\rangle$ without division by $\langle\psi|\psi\rangle$, which Lean writes as `star ψ ⬝ᵥ ψ`. It is complex-valued, so reality is not built in.

```lean
/-- The expression `⟨ψ|A|ψ⟩`, linear in the operator `A`. -/
def expect (ψ : State N) : Module.End ℂ (State N) →ₗ[ℂ] ℂ where
  toFun A := star ψ ⬝ᵥ A ψ
  map_add' A B := by rw [LinearMap.add_apply, dotProduct_add]
  map_smul' a A := by rw [LinearMap.smul_apply, dotProduct_smul, RingHom.id_apply]
```

**Q:** I would quote $j(j+1)$ with $j=N/2$. What do you do instead?

**A:** I compare the state with its swapped copies, without adding angular momenta. On one site each Pauli matrix squares to 1, so $\sigma_i\cdot\sigma_i=3$.

On two different sites, $\sigma_x\sigma_x+\sigma_y\sigma_y$ annihilates parallel spins and sends $|{\uparrow\downarrow}\rangle$ to $2|{\downarrow\uparrow}\rangle$, and likewise with the arrows reversed. The term $\sigma_z\sigma_z$ gives $+1$ on parallel and $-1$ on antiparallel spins. Hence
$$\sigma_i\cdot\sigma_j=2P_{ij}-1\qquad(i\neq j).$$

Since $P_{ij}$ is unitary and Hermitian,
$$\|\psi-P_{ij}\psi\|^2=2\langle\psi|\psi\rangle-2\langle\psi|P_{ij}\psi\rangle=\langle\psi|1-\sigma_i\cdot\sigma_j|\psi\rangle\ge0.$$

Expanding the squares gives $J^2=\tfrac14\sum_{i,j}\sigma_i\cdot\sigma_j$. In $\langle\psi|\sum_{i,j}\sigma_i\cdot\sigma_j|\psi\rangle$ the $N$ equal pairs contribute $3\langle\psi|\psi\rangle$ each, and the $N(N-1)$ ordered unequal pairs contribute $\langle\psi|\psi\rangle$ each minus the squared change. As $\tfrac14[3N+N(N-1)]=\tfrac N2(\tfrac N2+1)$,
$$\tfrac N2\left(\tfrac N2+1\right)\langle\psi|\psi\rangle-\langle\psi|J^2|\psi\rangle=\tfrac14\sum_{i,j}\|\psi-P_{ij}\psi\|^2 .$$
The right side is nonnegative, which is the bound. It vanishes exactly when every swap leaves $\psi$ unchanged.

**Q:** Show me that Lean's operators obey the first two identities.

**A:** For one site, `pauli_sq` checks the $2\times2$ statement on an arbitrary two-component vector, one component at a time. The vector is then taken to be the amplitudes of $\psi$ as site $i$ varies and the other sites stay fixed.

```lean
/-- On a single site, `σ · σ = 3`. -/
theorem pauliDot_self (i : Fin N) : pauliDot i i = (3 : ℂ) • 1 := by
  have hI : ∀ z : ℂ, Complex.I * (Complex.I * z) = -z := fun z => by
    rw [← mul_assoc, Complex.I_mul_I, neg_one_mul]
  -- the statement for the 2 × 2 matrices
  have pauli_sq : ∀ (G : Fin 2 → ℂ) (a : Fin 2),
      ∑ k, ∑ b, pauli k a b * ∑ b', pauli k b b' * G b' = 3 * G a := by
    intro G a
    fin_cases a <;> simp [pauli, Fin.sum_univ_three, Fin.sum_univ_two, hI] <;> ring
  refine LinearMap.ext fun ψ => funext fun c => ?_
  have key := pauli_sq (fun b => ψ (Function.update c i b)) (c i)
  simp only [Function.update_eq_self] at key
  simp only [pauliDot, LinearMap.sum_apply, Finset.sum_apply, Module.End.mul_apply, site,
    LinearMap.coe_mk, AddHom.coe_mk, Function.update_self, Function.update_idem,
    LinearMap.smul_apply, Module.End.one_apply, Pi.smul_apply, smul_eq_mul]
  exact key
```

For two sites, `two_site` does the same with an arbitrary two-qubit amplitude and its four index cases. The step `h1` says that writing $c_j$ at site $i$ and $c_i$ at site $j$ gives the swapped configuration. The hypothesis `i ≠ j` ensures that changing site $i$ leaves the value at site $j$ intact.

```lean
/-- On two different sites, `σ_i · σ_j` is twice the exchange operator minus one. -/
theorem pauliDot_eq_exchange {i j : Fin N} (h : i ≠ j) :
    pauliDot i j = (2 : ℂ) • exchange i j - 1 := by
  have hI : ∀ z : ℂ, Complex.I * (Complex.I * z) = -z := fun z => by
    rw [← mul_assoc, Complex.I_mul_I, neg_one_mul]
  -- the statement for two qubits
  have two_site : ∀ (F : Fin 2 → Fin 2 → ℂ) (a a' : Fin 2),
      ∑ k, ∑ b, pauli k a b * ∑ b', pauli k a' b' * F b b' = 2 * F a' a - F a a' := by
    intro F a a'
    fin_cases a <;> fin_cases a' <;>
      simp [pauli, Fin.sum_univ_three, Fin.sum_univ_two, hI] <;> ring
  refine LinearMap.ext fun ψ => funext fun c => ?_
  have h1 : Function.update (Function.update c i (c j)) j (c i) = c ∘ Equiv.swap i j := by
    funext l
    by_cases hj : l = j
    · subst hj; simp
    by_cases hi : l = i
    · subst hi; simp [hj]
    · simp [hi, hj, Equiv.swap_apply_of_ne_of_ne hi hj]
  have key := two_site
    (fun b b' => ψ (Function.update (Function.update c i b) j b')) (c i) (c j)
  simp only [h1, Function.update_eq_self] at key
  simp only [pauliDot, LinearMap.sum_apply, Finset.sum_apply, Module.End.mul_apply, site,
    exchange, LinearMap.coe_mk, AddHom.coe_mk, Function.update_of_ne h.symm,
    LinearMap.sub_apply, LinearMap.smul_apply, Module.End.one_apply, Pi.sub_apply,
    Pi.smul_apply, smul_eq_mul]
  exact key
```

**Q:** And the unitarity of the swap?

**A:** Swapping twice restores every configuration, so the swap only permutes the terms of an inner product. `Equiv.sum_comp` uses this twice: `r1` is norm preservation, and `r2` moves the swap from one side of the inner product to the other. Expanding the square finishes the identity.

```lean
/-- For two different sites, `⟨ψ|1 - σ_i · σ_j|ψ⟩` is the squared length of the difference between
the state and its exchanged copy. -/
theorem expect_one_sub_pauliDot (ψ : State N) {i j : Fin N} (h : i ≠ j) :
    expect ψ (1 - pauliDot i j) =
      star (ψ - exchange i j ψ) ⬝ᵥ (ψ - exchange i j ψ) := by
  have inv : ∀ c : Fin N → Fin 2, (c ∘ Equiv.swap i j) ∘ Equiv.swap i j = c := fun c => by
    funext l; simp
  let e : Equiv.Perm (Fin N → Fin 2) :=
    Function.Involutive.toPerm (fun c => c ∘ Equiv.swap i j) inv
  have twice : exchange i j (exchange i j ψ) = ψ := funext fun c => congrArg ψ (inv c)
  -- the exchange is unitary and Hermitian
  have r1 : star (exchange i j ψ) ⬝ᵥ exchange i j ψ = star ψ ⬝ᵥ ψ :=
    Equiv.sum_comp e (fun c => star (ψ c) * ψ c)
  have r2 : star (exchange i j ψ) ⬝ᵥ ψ = star ψ ⬝ᵥ exchange i j ψ := by
    calc star (exchange i j ψ) ⬝ᵥ ψ
        = star (exchange i j ψ) ⬝ᵥ exchange i j (exchange i j ψ) := by rw [twice]
      _ = star ψ ⬝ᵥ exchange i j ψ :=
        Equiv.sum_comp e (fun c => star (ψ c) * exchange i j ψ c)
  have h1 : expect ψ 1 = star ψ ⬝ᵥ ψ := rfl
  have h2 : expect ψ (exchange i j) = star ψ ⬝ᵥ exchange i j ψ := rfl
  rw [pauliDot_eq_exchange h, map_sub, map_sub, map_smul, smul_eq_mul, h1, h2, star_sub,
    sub_dotProduct, dotProduct_sub, dotProduct_sub, r1, r2]
  ring
```

Positivity follows at once. Here "positive semidefinite" is stated as a nonnegative expectation in every vector.

```lean
/-- For two different sites, `1 - σ_i · σ_j` is positive semidefinite. -/
theorem one_sub_pauliDot_nonneg (ψ : State N) {i j : Fin N} (h : i ≠ j) :
    0 ≤ expect ψ (1 - pauliDot i j) := by
  rw [expect_one_sub_pauliDot ψ h]
  exact dotProduct_star_self_nonneg _
```

**Q:** Then only the counting is left.

**A:** Yes. First the sums over components and sites are reordered.

```lean
/-- The squared total spin is a quarter of the sum of `σ_i · σ_j` over all ordered pairs of
sites, equal sites included. -/
theorem spinSq_eq_sum : spinSq N = (1 / 4 : ℂ) • ∑ i, ∑ j, pauliDot i j := by
  have reorder : ∑ k, ∑ i : Fin N, ∑ j : Fin N, site (pauli k) i * site (pauli k) j
      = ∑ i, ∑ j, ∑ k, site (pauli k) i * site (pauli k) j := by
    rw [Finset.sum_comm]
    exact Finset.sum_congr rfl fun i _ => Finset.sum_comm
  simp only [spinSq, totalSpin, pauliDot, smul_mul_smul_comm, Finset.sum_mul_sum,
    ← Finset.smul_sum]
  rw [reorder]
  congr 1
  norm_num
```

Then `pair` writes every $\langle\psi|\sigma_i\cdot\sigma_j|\psi\rangle$ in one form: $\langle\psi|\psi\rangle$ minus the squared change, plus $2\langle\psi|\psi\rangle$ when $i=j$, because $3=1+2$. Summation gives $N^2+2N$ copies of $\langle\psi|\psi\rangle$, and a quarter of that is the required prefactor.

```lean
/-- The amount by which `⟨ψ|J²|ψ⟩` falls short of `(N/2)(N/2 + 1)⟨ψ|ψ⟩` is a quarter of the sum,
over all ordered pairs of sites, of the squared length of the change that exchanging the pair makes
in the vector `ψ`. -/
theorem spinSq_deficit (ψ : State N) :
    (N / 2 : ℂ) * (N / 2 + 1) * (star ψ ⬝ᵥ ψ) - expect ψ (spinSq N) =
      1 / 4 * ∑ i, ∑ j, star (ψ - exchange i j ψ) ⬝ᵥ (ψ - exchange i j ψ) := by
  have h1 : expect ψ 1 = star ψ ⬝ᵥ ψ := rfl
  have pair : ∀ i j, expect ψ (pauliDot i j) =
      star ψ ⬝ᵥ ψ - star (ψ - exchange i j ψ) ⬝ᵥ (ψ - exchange i j ψ)
        + if i = j then 2 * (star ψ ⬝ᵥ ψ) else 0 := by
    intro i j
    by_cases h : i = j
    · subst h
      have same : exchange i i ψ = ψ := funext fun c => by simp [exchange]
      rw [pauliDot_self, map_smul, h1, same, if_pos rfl, sub_self, dotProduct_zero,
        smul_eq_mul]
      ring
    · have p := expect_one_sub_pauliDot ψ h
      rw [map_sub, h1] at p
      rw [if_neg h]
      linear_combination -p
  rw [spinSq_eq_sum, map_smul, smul_eq_mul]
  simp only [map_sum, pair, Finset.sum_add_distrib, Finset.sum_sub_distrib,
    Finset.sum_ite_eq, Finset.mem_univ, if_true, Finset.sum_const, Finset.card_univ,
    Fintype.card_fin, nsmul_eq_mul]
  ring
```

**Q:** The bound itself is an inequality between complex numbers. That worries me.

**A:** In the order used, $z\le w$ means that the real parts satisfy the inequality and the imaginary parts are equal. The right side is real, so the theorem also says that the mean is real. The division `N / 2` is in ℂ, so odd $N$ gives half-integers. The hypothesis `hψ` is normalisation, and the proof substitutes it into the deficit formula.

```lean
/-- In every unit vector of `N` qubits, `⟨Jx² + Jy² + Jz²⟩` is real and at most
`(N/2)(N/2 + 1)`; the order on complex numbers used here compares real parts and requires
equal imaginary parts. -/
theorem spinSq_le (ψ : State N) (hψ : star ψ ⬝ᵥ ψ = 1) :
    expect ψ (spinSq N) ≤ (N / 2 : ℂ) * (N / 2 + 1) := by
  have d := spinSq_deficit ψ
  rw [hψ, mul_one] at d
  have q : ((1 / 4 : ℝ) : ℂ) = 1 / 4 := by norm_num
  rw [← sub_nonneg, d, ← q]
  exact mul_nonneg (Complex.zero_le_real.2 (by norm_num))
    (Finset.sum_nonneg fun i _ => Finset.sum_nonneg fun j _ => dotProduct_star_self_nonneg _)
```

**Q:** When is the bound reached?

**A:** Exactly for the state vectors that every swap maps to themselves. A change of sign counts as a change: the two-qubit singlet changes sign under the swap, and its mean is 0. If the deficit is zero, a sum of nonnegative terms vanishes, so each term does, and each difference $\psi-P_{ij}\psi$ is zero. The converse is substitution. For $N=0$ or $1$ there are no two different sites to swap, and every state qualifies.

```lean
/-- `⟨ψ|J²|ψ⟩` equals `(N/2)(N/2 + 1)⟨ψ|ψ⟩` exactly when every exchange of two qubits maps the
vector `ψ` to itself, sign included. -/
theorem spinSq_eq_iff_symmetric (ψ : State N) :
    expect ψ (spinSq N) = (N / 2 : ℂ) * (N / 2 + 1) * (star ψ ⬝ᵥ ψ) ↔
      ∀ i j, exchange i j ψ = ψ := by
  have d := spinSq_deficit ψ
  constructor
  · intro h i j
    rw [h, sub_self] at d
    have z : ∑ i, ∑ j, star (ψ - exchange i j ψ) ⬝ᵥ (ψ - exchange i j ψ) = 0 := by
      linear_combination -4 * d
    -- a vanishing sum of squares vanishes term by term
    have zi := (Finset.sum_eq_zero_iff_of_nonneg (fun i _ => Finset.sum_nonneg
      fun j _ => dotProduct_star_self_nonneg _)).1 z i (Finset.mem_univ i)
    have zj := (Finset.sum_eq_zero_iff_of_nonneg
      (fun j _ => dotProduct_star_self_nonneg _)).1 zi j (Finset.mem_univ j)
    exact (sub_eq_zero.1 (dotProduct_star_self_eq_zero.1 zj)).symm
  · intro h
    simp only [h, sub_self, dotProduct_zero, Finset.sum_const_zero, mul_zero] at d
    exact (sub_eq_zero.1 d).symm
```

A familiar example has all spins alike, $\psi(c)=\prod_i u(c_i)$ with one-qubit amplitudes $u$. A swap only reorders the factors. If $u$ is a unit vector, so is $\psi$, and its mean equals the bound; the theorem also allows unnormalised $u$.

```lean
/-- A product state with every qubit in the same one-qubit state `u` attains the bound. -/
theorem spinSq_productState (u : Fin 2 → ℂ) (ψ : State N) (hψ : ψ = fun c => ∏ i, u (c i)) :
    expect ψ (spinSq N) = (N / 2 : ℂ) * (N / 2 + 1) * (star ψ ⬝ᵥ ψ) := by
  subst hψ
  exact (spinSq_eq_iff_symmetric _).2 fun i j => funext fun c =>
    Equiv.prod_comp (Equiv.swap i j) (fun l => u (c l))

end

end ManySpinBound
```

```lean
#print axioms ManySpinBound.one_sub_pauliDot_nonneg
-- 'ManySpinBound.one_sub_pauliDot_nonneg' depends on axioms: [propext, Classical.choice, Quot.sound]
#print axioms ManySpinBound.spinSq_le
-- 'ManySpinBound.spinSq_le' depends on axioms: [propext, Classical.choice, Quot.sound]
#print axioms ManySpinBound.spinSq_productState
-- 'ManySpinBound.spinSq_productState' depends on axioms: [propext, Classical.choice, Quot.sound]
```

**Q:** What stands between this and a real sample?

**A:** The assumption that the sample is described by the spins of $N$ labelled two-level sites. The theorems treat pure states, but a mixed state obeys the same bound, because its mean is a weighted average of pure-state means. Electrons that move between orbitals need a larger state space.

**Q:** And where would I meet the number?

**A:** In a spin model of $N$ localised electrons, one per site and with no orbital motion, it is the ceiling for a computed $\langle J^2\rangle$, which is often written $\langle S^2\rangle$ when the angular momentum is spin alone. A normalised state that reaches it is symmetric under every swap of two spins.
